# Equally correlated adsorption energies: the variance of a linear descriptor and the allowed range of the correlation

Q: Take two adsorption energies \(E_0\) and \(E_1\), each with standard deviation \(s\) over an ensemble of density functionals, and with correlation coefficient \(r\). I am told that the error cancels in the difference \(E_1-E_0\). Does it?

A: Partly, if \(0<r<1\). The variance of the difference is

\[
s^2+s^2-2rs^2=2s^2(1-r).
\]

For \(r=0.9\) that is \(0.2\,s^2\), against \(2s^2\) without correlation. It reaches zero only at \(r=1\) if \(s>0\). For \(0\le r\le1\) you can picture each error as a shared part of variance \(rs^2\) plus an individual part of variance \((1-r)s^2\). The difference removes the shared part and keeps the individual ones.

Q: And for \(n\) energies with arbitrary coefficients? I would want the variance to come from the ensemble, not from a quadratic form that somebody has declared to be the variance.

A: It does come from the ensemble. The models form a finite type `K`, and `n` is the number of energies.

In Lean 4 with Mathlib:

```lean
import Mathlib

open Matrix

namespace AdsorptionErrorCorrelation

noncomputable section

variable {K : Type*} [Fintype K] {n : ℕ}
```

Model \(k\) has weight \(p_k\), and a quantity \(X\) takes the value \(X_k\) in it. The mean is \(\bar X=\sum_k p_kX_k\).

```lean
/-- Mean of a quantity `X` over an ensemble of models with weights `p`. -/
def ensembleMean (p X : K → ℝ) : ℝ := ∑ k, p k * X k
```

The covariance is the weighted sum of products of deviations, and the variance of \(X\) is its covariance with itself.

```lean
/-- Covariance of two quantities over an ensemble of models with weights `p`. -/
def ensembleCov (p X Y : K → ℝ) : ℝ :=
  ∑ k, p k * ((X k - ensembleMean p X) * (Y k - ensembleMean p Y))
```

The weights are arbitrary real numbers in these definitions. The statistical reading needs them to be nonnegative and to sum to one, but the algebra does not.

Q: Where does the descriptor enter?

A: It is evaluated model by model, as you would do with real ensemble output: \(D_k=\sum_i c_iE_{i,k}\), with \(i\) running from \(0\) to \(n-1\). The coefficients are the same in every model.

```lean
/-- The linear descriptor `∑ i, c i * E i`, evaluated for each model of the ensemble. -/
def descriptor (c : Fin n → ℝ) (E : Fin n → K → ℝ) : K → ℝ :=
  fun k => ∑ i, c i * E i k
```

Q: Now the covariance matrix. Equal variances and equal correlations for all pairs look like a strong assumption.

A: They are, and they are assumed, not derived. They stand for a family of similar adsorbates, say ones bound through the same atom, whose energies respond alike to a change of functional. The matrix is \(s^2((1-r)I+rJ)\), where \(J\) has all entries one.

```lean
/-- The matrix `s² ((1 - r) I + r J)` for `n` adsorption energies, where `J` has all
entries one. -/
def errorCov (n : ℕ) (s r : ℝ) : Matrix (Fin n) (Fin n) ℝ :=
  s ^ 2 • ((1 - r) • (1 : Matrix (Fin n) (Fin n) ℝ) + r • Matrix.of fun _ _ => (1 : ℝ))
```

Its entries are \(s^2\) on the diagonal and \(s^2r\) elsewhere, which is what the next lemma records.

```lean
/-- Entries of the covariance matrix: `s²` on the diagonal and `s² r` off it. -/
theorem errorCov_apply (s r : ℝ) (i j : Fin n) :
    errorCov n s r i j = s ^ 2 * ((1 - r) * (if i = j then 1 else 0) + r) := by
  simp [errorCov, Matrix.one_apply]
```

Q: Then derive the variance for me.

A: The mean is linear, so \(D_k-\bar D=\sum_i c_i(E_{i,k}-\bar E_i)\). Squaring and averaging gives

\[
\operatorname{Var}D=\sum_k p_k\Big(\sum_i c_i(E_{i,k}-\bar E_i)\Big)^2
=\sum_{i,j}c_ic_j\operatorname{Cov}(E_i,E_j).
\]

In the proof, `hmean` is the linearity of the mean and `hdev` is the formula for the deviation. The remaining lines expand the square and exchange the order of the finite sums. No assumption about the correlations is used yet.

```lean
/-- The variance of a linear descriptor is the double sum of its coefficients against the
covariances of the energies. -/
theorem ensembleCov_descriptor (p : K → ℝ) (c : Fin n → ℝ) (E : Fin n → K → ℝ) :
    ensembleCov p (descriptor c E) (descriptor c E)
      = ∑ i, ∑ j, c i * c j * ensembleCov p (E i) (E j) := by
  have hmean : ensembleMean p (descriptor c E) = ∑ i, c i * ensembleMean p (E i) := by
    simp only [ensembleMean, descriptor, Finset.mul_sum]
    refine Finset.sum_comm.trans ?_
    exact Finset.sum_congr rfl fun i _ => Finset.sum_congr rfl fun k _ => by ring
  -- the deviation of the descriptor is the same combination of the deviations
  have hdev : ∀ k, descriptor c E k - ensembleMean p (descriptor c E)
      = ∑ i, c i * (E i k - ensembleMean p (E i)) := by
    intro k
    rw [hmean]
    simp only [descriptor, mul_sub, Finset.sum_sub_distrib]
  simp only [ensembleCov, hdev]
  simp only [Finset.sum_mul_sum]
  simp only [Finset.mul_sum]
  refine Finset.sum_comm.trans (Finset.sum_congr rfl fun i _ => ?_)
  refine Finset.sum_comm.trans (Finset.sum_congr rfl fun j _ => ?_)
  exact Finset.sum_congr rfl fun k _ => by ring
```

Next insert the entries \(s^2((1-r)\delta_{ij}+r)\), with \(\delta_{ij}\) the Kronecker delta:

\[
\sum_{i,j}c_ic_j\,s^2\big((1-r)\delta_{ij}+r\big)
=s^2\Big((1-r)\sum_i c_i^2+r\big(\sum_i c_i\big)^2\Big).
\]

The step `e` splits each term into its diagonal and uniform parts, and `hsq` recognises the double sum of \(c_ic_j\) as the square of the sum.

```lean
/-- The quadratic form of the covariance matrix, in terms of the sum of the squared
coefficients and the square of their sum. -/
theorem errorCov_quadratic (s r : ℝ) (c : Fin n → ℝ) :
    ∑ i, ∑ j, c i * c j * errorCov n s r i j
      = s ^ 2 * ((1 - r) * ∑ i, c i ^ 2 + r * (∑ i, c i) ^ 2) := by
  have e : ∀ i j, c i * c j * errorCov n s r i j
      = (if i = j then s ^ 2 * (1 - r) * c i ^ 2 else 0) + s ^ 2 * r * (c i * c j) := by
    intro i j
    rw [errorCov_apply]
    split_ifs with h
    · subst h; ring
    · ring
  have hsq : (∑ i, c i) ^ 2 = ∑ i, ∑ j, c i * c j := by
    rw [sq, Finset.sum_mul_sum]
  simp only [e, Finset.sum_add_distrib, Finset.sum_ite_eq, Finset.mem_univ, if_true,
    ← Finset.mul_sum]
  simp only [hsq, ← Finset.mul_sum]
  ring
```

Q: With \(r\) sufficiently negative this expression could go below zero. What stops me from choosing such an \(r\)?

A: Positive semidefiniteness, which any covariance matrix computed with nonnegative weights must have. For \(n\ge2\) and \(s>0\) it holds exactly when

\[
-\frac1{n-1}\le r\le1 .
\]

Two test vectors show that the bounds are necessary. With all \(c_i=1\), the bracket in the quadratic form is \(n(1-r)+rn^2=n(1+r(n-1))\), and requiring it to be nonnegative gives the lower bound. With \(c_0=1\), \(c_1=-1\) and the rest zero, it is \(2(1-r)\), which gives the upper bound.

For the converse, suppose that \(r\) is in the range. If \(r\ge0\), both terms are nonnegative. If \(r<0\), use the Cauchy–Schwarz inequality \((\sum_i c_i)^2\le n\sum_i c_i^2\). Multiplying it by \(r\) reverses it, so

\[
(1-r)\sum_i c_i^2+r\big(\sum_i c_i\big)^2\ \ge\ \big(1+(n-1)r\big)\sum_i c_i^2\ \ge\ 0 .
\]

Q: Does `PosSemidef` mean the same thing as my condition on the quadratic form?

A: It means that the matrix is Hermitian, here simply symmetric, and that the quadratic form is nonnegative for every vector. The step `hform` identifies that form with the expression above. The forward direction then uses the two test vectors, and the backward direction checks symmetry and splits on the sign of \(r\), with `hB` as the Cauchy–Schwarz step.

```lean
/-- For `n ≥ 2` and `s > 0`, the matrix `errorCov n s r` is positive semidefinite exactly when
`-1/(n-1) ≤ r ≤ 1`. -/
theorem errorCov_posSemidef_iff (hn : 2 ≤ n) {s : ℝ} (hs : 0 < s) (r : ℝ) :
    (errorCov n s r).PosSemidef ↔ -1 / ((n : ℝ) - 1) ≤ r ∧ r ≤ 1 := by
  have hn' : (2 : ℝ) ≤ n := by exact_mod_cast hn
  have hs2 : 0 < s ^ 2 := by positivity
  have hform : ∀ c : Fin n → ℝ, star c ⬝ᵥ (errorCov n s r *ᵥ c)
      = s ^ 2 * ((1 - r) * ∑ i, c i ^ 2 + r * (∑ i, c i) ^ 2) := by
    intro c
    rw [← errorCov_quadratic, star_trivial]
    simp only [dotProduct, Matrix.mulVec, Finset.mul_sum]
    exact Finset.sum_congr rfl fun i _ => Finset.sum_congr rfl fun j _ => by ring
  rw [Matrix.posSemidef_iff_dotProduct_mulVec, div_le_iff₀ (by linarith)]
  constructor
  · rintro ⟨-, h⟩
    have q : ∀ c : Fin n → ℝ, 0 ≤ (1 - r) * ∑ i, c i ^ 2 + r * (∑ i, c i) ^ 2 := by
      intro c
      have hc := h c
      rw [hform] at hc
      exact (mul_nonneg_iff_of_pos_left hs2).1 hc
    constructor
    · -- the sum of all energies tests the lower bound
      have h1 := q (fun _ => 1)
      simp only [one_pow, Finset.sum_const, Finset.card_univ, Fintype.card_fin,
        nsmul_eq_mul, mul_one] at h1
      have h2 : 0 ≤ (n : ℝ) * (1 + r * (n - 1)) := by linarith
      have h3 := (mul_nonneg_iff_of_pos_left (by linarith : (0 : ℝ) < n)).1 h2
      linarith
    · -- a difference of two energies tests the upper bound
      let a : Fin n := ⟨0, by omega⟩
      let b : Fin n := ⟨1, by omega⟩
      have hab : a ≠ b := by simp [a, b]
      let c : Fin n → ℝ := fun i => (if i = a then 1 else 0) - (if i = b then 1 else 0)
      have hc : ∑ i, c i = 0 := by simp [c, Finset.sum_sub_distrib]
      have hca : c a = 1 := by simp [c, hab]
      have hpos : 0 < ∑ i, c i ^ 2 :=
        Finset.sum_pos' (fun i _ => sq_nonneg _) ⟨a, Finset.mem_univ _, by rw [hca]; norm_num⟩
      have h1 := q c
      rw [hc] at h1
      by_contra hr
      nlinarith [mul_pos (sub_pos.2 (not_le.1 hr)) hpos]
  · rintro ⟨hl, hu⟩
    refine ⟨Matrix.IsHermitian.ext fun i j => ?_, fun c => ?_⟩
    · rcases eq_or_ne i j with rfl | h
      · simp
      · simp [errorCov_apply, h, h.symm]
    · rw [hform]
      refine mul_nonneg hs2.le ?_
      have hA : 0 ≤ ∑ i, c i ^ 2 := Finset.sum_nonneg fun i _ => sq_nonneg _
      have hB : (∑ i, c i) ^ 2 ≤ (n : ℝ) * ∑ i, c i ^ 2 := by
        simpa using sq_sum_le_card_mul_sum_sq (s := Finset.univ) (f := c)
      rcases le_total 0 r with hr | hr
      · exact add_nonneg (mul_nonneg (by linarith) hA) (mul_nonneg hr (sq_nonneg _))
      · have h1 := mul_le_mul_of_nonpos_left hB hr
        have h2 := mul_nonneg (by linarith : 0 ≤ 1 + r * ((n : ℝ) - 1)) hA
        linarith
```

For \(n=2\) the range is the familiar \(-1\le r\le1\). As \(n\) grows the lower bound rises towards zero: many quantities cannot all be strongly anticorrelated with one another. For \(n=1\) there is no pair to correlate and the matrix is just \(s^2\), whatever \(r\) is, which is why the theorem starts at two.

Q: So far the ensemble and the matrix are separate objects. What joins them?

A: The hypothesis `hE`. It says that the ensemble covariance of \(E_i\) and \(E_j\) equals the corresponding matrix entry, for all \(i\) and \(j\). Under it, the two calculations combine into the descriptor variance.

```lean
/-- Variance of a linear descriptor built from equally correlated adsorption energies. -/
theorem descriptor_variance {p : K → ℝ} {E : Fin n → K → ℝ} {s r : ℝ}
    (hE : ∀ i j, ensembleCov p (E i) (E j) = errorCov n s r i j) (c : Fin n → ℝ) :
    ensembleCov p (descriptor c E) (descriptor c E)
      = s ^ 2 * ((1 - r) * ∑ i, c i ^ 2 + r * (∑ i, c i) ^ 2) := by
  rw [ensembleCov_descriptor, ← errorCov_quadratic]
  simp only [hE]
```

If the coefficients sum to zero, the term with \((\sum_i c_i)^2\) drops out and \(s^2(1-r)\sum_i c_i^2\) remains.

```lean
/-- If the coefficients sum to zero, the descriptor variance is `s² (1 - r) ∑ c i ^ 2`. -/
theorem descriptor_variance_of_sum_zero {p : K → ℝ} {E : Fin n → K → ℝ} {s r : ℝ}
    (hE : ∀ i j, ensembleCov p (E i) (E j) = errorCov n s r i j) {c : Fin n → ℝ}
    (hc : ∑ i, c i = 0) :
    ensembleCov p (descriptor c E) (descriptor c E) = s ^ 2 * (1 - r) * ∑ i, c i ^ 2 := by
  rw [descriptor_variance hE, hc]
  ring
```

This is your two-energy difference in general form. A zero-sum descriptor is insensitive to a shift common to all energies, but the individual errors survive in it.

Q: Must the sum be exactly zero for correlation to help?

A: No. Subtract the uncorrelated value \(s^2\sum_i c_i^2\) from the variance:

\[
\operatorname{Var}D-s^2\sum_i c_i^2=s^2r\Big(\big(\sum_i c_i\big)^2-\sum_i c_i^2\Big).
\]

For \(s>0\) and \(r>0\) the sign is that of the last bracket, so correlation lowers the variance exactly when \((\sum_i c_i)^2<\sum_i c_i^2\). Both directions of the proof multiply an inequality by the positive number \(s^2r\); the forward one does so after assuming the contrary of its conclusion.

```lean
/-- For `s > 0` and `r > 0`, the descriptor variance lies below the uncorrelated value `s² ∑ c i ^
2` exactly when `(∑ c i)² < ∑ c i ^ 2`. -/
theorem correlation_lowers_variance_iff {p : K → ℝ} {E : Fin n → K → ℝ} {s r : ℝ}
    (hs : 0 < s) (hr : 0 < r)
    (hE : ∀ i j, ensembleCov p (E i) (E j) = errorCov n s r i j) (c : Fin n → ℝ) :
    ensembleCov p (descriptor c E) (descriptor c E) < s ^ 2 * ∑ i, c i ^ 2
      ↔ (∑ i, c i) ^ 2 < ∑ i, c i ^ 2 := by
  rw [descriptor_variance hE]
  have hp : 0 < s ^ 2 * r := by positivity
  constructor
  · intro h
    by_contra hn
    have := mul_nonneg hp.le (sub_nonneg.2 (not_lt.1 hn))
    linarith
  · intro h
    have := mul_pos hp (sub_pos.2 h)
    linarith
```

Take the deviation from a linear scaling relation with fixed slope \(\gamma\) and fixed intercept. Up to a constant, which does not affect the variance, it is \(E_1-\gamma E_0\). The condition reads \((1-\gamma)^2<1+\gamma^2\), which holds for every \(\gamma>0\). For the average \(\tfrac12(E_0+E_1)\) it fails, since \(1>\tfrac12\), and there positive correlation raises the variance.

Q: One more doubt. Is there any ensemble that satisfies `hE` with a negative \(r\), or is the lower bound only a property of matrices?

A: Three equally weighted models suffice. Let energy \(i\) be \(3\) in model \(i\) and \(0\) in the other two, in arbitrary units. Every mean is \(1\), and the deviations are \(2,-1,-1\) in some order. Each variance is \((4+1+1)/3=2\), and each covariance between different energies is \((-2-2+1)/3=-1\). Hence \(s=\sqrt2\) and \(r=-\tfrac12\), which is the lower bound for \(n=3\). The three energies add up to \(3\) in every model, so their sum has no variance at all. The proof checks the nine entries one by one.

```lean
/-- Three equally weighted models, the `i`-th energy being 3 in model `i` and 0 in the
others, have the equicorrelated covariance with `s = √2` and `r = -1/2`. -/
theorem errorCov_witness (i j : Fin 3) :
    ensembleCov (fun _ : Fin 3 => (1 / 3 : ℝ)) (fun k => if i = k then 3 else 0)
      (fun k => if j = k then 3 else 0) = errorCov 3 (√2) (-1 / 2) i j := by
  rw [errorCov_apply, Real.sq_sqrt (by norm_num)]
  fin_cases i <;> fin_cases j <;>
    simp [ensembleCov, ensembleMean, Fin.sum_univ_three] <;> norm_num

end

end AdsorptionErrorCorrelation
```

```lean
#print axioms AdsorptionErrorCorrelation.errorCov_posSemidef_iff
#print axioms AdsorptionErrorCorrelation.descriptor_variance
#print axioms AdsorptionErrorCorrelation.descriptor_variance_of_sum_zero
#print axioms AdsorptionErrorCorrelation.correlation_lowers_variance_iff
```

```
'AdsorptionErrorCorrelation.errorCov_posSemidef_iff' depends on axioms: [propext, Classical.choice, Quot.sound]
'AdsorptionErrorCorrelation.descriptor_variance' depends on axioms: [propext, Classical.choice, Quot.sound]
'AdsorptionErrorCorrelation.descriptor_variance_of_sum_zero' depends on axioms: [propext, Classical.choice, Quot.sound]
'AdsorptionErrorCorrelation.correlation_lowers_variance_iff' depends on axioms: [propext, Classical.choice, Quot.sound]
```

Q: What should I keep in mind when I apply this to a volcano plot?

A: Three restrictions. The variance measures the spread within the ensemble, so a bias shared by all its members does not show up. The descriptor is linear, whereas an activity built from the lower of two volcano branches is not. And real adsorbates rarely have exactly equal variances and correlations; for those, the double sum over the actual covariances still gives the variance of a linear descriptor. Within those limits, the formula tells you how much of the uncertainty of single adsorption energies, computed with a finite ensemble of functionals, carries over to a linear combination of them, such as the difference of two.
